# The antisymmetrised product of a positive semidefinite matrix with itself is positive semidefinite

## Two electrons in a mean field

In Hartree-Fock theory the one-particle density matrix g determines the two-particle one. In an orthonormal basis of spin orbitals, with g(i,k) = ⟨a†ₖ aᵢ⟩, a Slater determinant gives

D0(ij,kl) = ⟨a†ₖ a†ₗ aⱼ aᵢ⟩ = g(i,k) g(j,l) − g(i,l) g(j,k).

Any two-particle density matrix must be positive semidefinite, but the exchange term enters with a minus sign. Does positivity of g alone guarantee positivity of D0?

It does, for any finite set of orbitals. The mean-field product in a finite basis therefore meets one of the conditions imposed in variational two-particle density matrix methods.

## What is stated about g and D0

The finite type `n` labels the spin orbitals, called orbitals for short, and `n × n` labels ordered pairs. `pairDensity g` is D0, defined by its entries. `exchange` is the matrix S that swaps the two labels, and `antisymmetriser` is P = (1 − S)/2. The symbol `⊗ₖ` is the Kronecker product, and `PosSemidef` means Hermitian with a non-negative quadratic form.

`pairDensity_posSemidef` assumes only that g is positive semidefinite. `pairDensity_le` also assumes that 1 − g is positive semidefinite, which is the Pauli limit of one electron per spin orbital, and concludes that 2P − D0 is positive semidefinite. `pairDensity_mul_self` takes g² = g, as for a single determinant, and gives D0² = 2 D0.

No wave function or particle number appears in the file, so the determinant formula above is motivation, and D0 is not shown to come from an N-electron state.

Labelling pairs by i < j would remove the double counting: the bound 2P would become the identity, and D0 would be idempotent for idempotent g. It would require an ordering of the orbitals, and S would no longer act on the labels.

## Factorising through the antisymmetriser

For any matrix M on pairs,

(SM)(ij,kl) = M(ji,kl),  (MS)(ij,kl) = M(ij,lk).

Hence S² = 1 and S† = S, so P† = P and

P² = (1 − 2S + S²)/4 = (1 − S)/2 = P.

Let G = g ⊗ g, so that G(ij,kl) = g(i,k) g(j,l). Then

(SG)(ij,kl) = g(j,k) g(i,l) = (GS)(ij,kl),

so P commutes with G, and

2PGP = 2GP² = 2GP = G − GS = D0.

Without the halves in P the factor goes wrong: (1 − S)G(1− S) is 4PGP, which is 2 D0.

If g is positive semidefinite, write g = B†B. Then G = (B ⊗ B)†(B ⊗ B) is positive semidefinite, and for every pair vector x

x†D0x = 2 (Px)†G(Px) ≥ 0.

For the upper bound, write

1 − G = (1 − g) ⊗ 1 + g ⊗ (1 − g).

If 1 − g is also positive semidefinite, then so are both terms, and hence so is 2P(1 − G)P = 2P − D0. If g² = g, then G² = G and

D0² = 4 GPGP = 4 G²P² = 4GP = 2 D0.

Hermiticity of g alone is not enough. For g = diag(1, −1), with orbitals 0 and 1, D0(01,01) = −1.

## The Lean file

```lean
import Mathlib

open Matrix
open scoped Kronecker ComplexOrder

namespace HartreeFockPairDensity

noncomputable section

variable {n : Type*} [Fintype n] [DecidableEq n]

/-- The antisymmetrised product of a one-particle matrix `g` with itself,
`D0(ij,kl) = g(i,k) g(j,l) - g(i,l) g(j,k)`, indexed by ordered pairs of orbitals. -/
def pairDensity (g : Matrix n n ℂ) : Matrix (n × n) (n × n) ℂ :=
  Matrix.of fun p q => g p.1 q.1 * g p.2 q.2 - g p.1 q.2 * g p.2 q.1

/-- The exchange matrix, which swaps the orbitals of the two particles. -/
def exchange : Matrix (n × n) (n × n) ℂ :=
  Matrix.of fun p q => if p.swap = q then 1 else 0

/-- The antisymmetriser on pairs, `P = (1 - exchange) / 2`. -/
def antisymmetriser : Matrix (n × n) (n × n) ℂ :=
  (1 / 2 : ℂ) • (1 - exchange)

/-- Multiplying by the exchange matrix from the left swaps the orbitals in the row label. -/
theorem exchange_mul (M : Matrix (n × n) (n × n) ℂ) (p q : n × n) :
    (exchange * M : Matrix (n × n) (n × n) ℂ) p q = M p.swap q := by
  simp [exchange, Matrix.mul_apply]

/-- Multiplying by the exchange matrix from the right swaps the orbitals in the column label. -/
theorem mul_exchange (M : Matrix (n × n) (n × n) ℂ) (p q : n × n) :
    (M * exchange : Matrix (n × n) (n × n) ℂ) p q = M p q.swap := by
  have h : ∀ r : n × n, r.swap = q ↔ r = q.swap := fun r =>
    ⟨fun e => by rw [← e, Prod.swap_swap], fun e => by rw [e, Prod.swap_swap]⟩
  simp only [exchange, Matrix.mul_apply, Matrix.of_apply, h]
  simp

/-- The antisymmetriser is idempotent. -/
theorem antisymmetriser_mul_self :
    (antisymmetriser : Matrix (n × n) (n × n) ℂ) * antisymmetriser = antisymmetriser := by
  -- exchanging twice does nothing
  have hS : (exchange : Matrix (n × n) (n × n) ℂ) * exchange = 1 := by
    ext p q
    rw [exchange_mul]
    simp [exchange, Matrix.one_apply]
  have h : (1 - exchange : Matrix (n × n) (n × n) ℂ) * (1 - exchange)
      = (2 : ℂ) • (1 - exchange) := by
    rw [sub_mul, one_mul, mul_sub, mul_one, hS]
    module
  rw [antisymmetriser, smul_mul_assoc, mul_smul_comm, h, smul_smul, smul_smul]
  congr 1
  norm_num

omit [Fintype n] in
/-- The antisymmetriser is Hermitian. -/
theorem antisymmetriser_conjTranspose :
    (antisymmetriser : Matrix (n × n) (n × n) ℂ)ᴴ = antisymmetriser := by
  have hS : (exchange : Matrix (n × n) (n × n) ℂ)ᴴ = exchange := by
    ext p q
    have h : q.swap = p ↔ p.swap = q :=
      ⟨fun e => by rw [← e, Prod.swap_swap], fun e => by rw [← e, Prod.swap_swap]⟩
    simp only [exchange, Matrix.conjTranspose_apply, Matrix.of_apply, h]
    split_ifs <;> simp
  rw [antisymmetriser, Matrix.conjTranspose_smul, Matrix.conjTranspose_sub,
    Matrix.conjTranspose_one, hS]
  simp

/-- The antisymmetriser commutes with `g ⊗ g`, which treats both particles alike. -/
theorem antisymmetriser_comm (g : Matrix n n ℂ) :
    antisymmetriser * (g ⊗ₖ g) = (g ⊗ₖ g) * antisymmetriser := by
  have hS : exchange * (g ⊗ₖ g) = (g ⊗ₖ g) * exchange := by
    ext p q
    rw [exchange_mul, mul_exchange]
    exact mul_comm (g p.2 q.1) (g p.1 q.2)
  rw [antisymmetriser, smul_mul_assoc, mul_smul_comm, sub_mul, mul_sub, one_mul, mul_one, hS]

/-- The antisymmetrised product factorises as `D0 = 2 P (g ⊗ g) P` for every complex matrix `g`. -/
theorem pairDensity_eq (g : Matrix n n ℂ) :
    pairDensity g = (2 : ℂ) • (antisymmetriser * (g ⊗ₖ g) * antisymmetriser) := by
  -- one antisymmetriser is enough, since it commutes with `g ⊗ g`
  rw [antisymmetriser_comm, mul_assoc, antisymmetriser_mul_self, antisymmetriser,
    mul_smul_comm, smul_smul, show (2 : ℂ) * (1 / 2) = 1 by norm_num, one_smul,
    mul_sub, mul_one]
  ext p q
  rw [Matrix.sub_apply, mul_exchange]
  rfl

/-- If `g` is positive semidefinite, then so is its antisymmetrised product
`D0(ij,kl) = g(i,k) g(j,l) - g(i,l) g(j,k)`. -/
theorem pairDensity_posSemidef {g : Matrix n n ℂ} (hg : g.PosSemidef) :
    (pairDensity g).PosSemidef := by
  -- compress the positive matrix `g ⊗ g` by the Hermitian antisymmetriser
  have h := (hg.kronecker hg).conjTranspose_mul_mul_same antisymmetriser
  rw [antisymmetriser_conjTranspose] at h
  rw [pairDensity_eq, two_smul]
  exact h.add h

/-- If `g` and `1 - g` are both positive semidefinite, then `D0` is bounded above by twice
the antisymmetriser: `2 P - D0` is positive semidefinite. -/
theorem pairDensity_le {g : Matrix n n ℂ} (hg : g.PosSemidef) (hg1 : (1 - g).PosSemidef) :
    ((2 : ℂ) • antisymmetriser - pairDensity g).PosSemidef := by
  -- split `1 - g ⊗ g` into two positive parts
  have hsplit : (1 : Matrix (n × n) (n × n) ℂ) - g ⊗ₖ g
      = (1 - g) ⊗ₖ (1 : Matrix n n ℂ) + g ⊗ₖ (1 - g) := by
    have h1 : (1 : Matrix (n × n) (n × n) ℂ) = (1 : Matrix n n ℂ) ⊗ₖ (1 : Matrix n n ℂ) :=
      Matrix.one_kronecker_one.symm
    rw [h1]
    ext p q
    simp only [Matrix.sub_apply, Matrix.add_apply, Matrix.kroneckerMap_apply]
    ring
  have hpos : ((1 : Matrix (n × n) (n × n) ℂ) - g ⊗ₖ g).PosSemidef := by
    rw [hsplit]
    exact (hg1.kronecker Matrix.PosSemidef.one).add (hg.kronecker hg1)
  have h := hpos.conjTranspose_mul_mul_same antisymmetriser
  rw [antisymmetriser_conjTranspose, mul_sub, sub_mul, mul_one, antisymmetriser_mul_self] at h
  rw [pairDensity_eq, ← smul_sub, two_smul]
  exact h.add h

/-- If `g` is idempotent, then `D0` is twice an idempotent matrix: `D0 D0 = 2 D0`. -/
theorem pairDensity_mul_self {g : Matrix n n ℂ} (hg : g * g = g) :
    pairDensity g * pairDensity g = (2 : ℂ) • pairDensity g := by
  have hG : (g ⊗ₖ g) * (g ⊗ₖ g) = g ⊗ₖ g := by
    rw [← Matrix.mul_kronecker_mul, hg]
  have hD : pairDensity g = (2 : ℂ) • ((g ⊗ₖ g) * antisymmetriser) := by
    rw [pairDensity_eq, antisymmetriser_comm, mul_assoc, antisymmetriser_mul_self]
  -- a product of commuting idempotents is idempotent
  have hX : ((g ⊗ₖ g) * antisymmetriser) * ((g ⊗ₖ g) * antisymmetriser)
      = (g ⊗ₖ g) * antisymmetriser := by
    calc ((g ⊗ₖ g) * antisymmetriser) * ((g ⊗ₖ g) * antisymmetriser)
        = (g ⊗ₖ g) * (antisymmetriser * (g ⊗ₖ g)) * antisymmetriser := by
          simp only [mul_assoc]
      _ = ((g ⊗ₖ g) * (g ⊗ₖ g)) * (antisymmetriser * antisymmetriser) := by
          rw [antisymmetriser_comm]
          simp only [mul_assoc]
      _ = (g ⊗ₖ g) * antisymmetriser := by rw [hG, antisymmetriser_mul_self]
  rw [hD, smul_mul_assoc, mul_smul_comm, hX]

/-- For the Hermitian matrix `g = diag(1, -1)`, the antisymmetrised product `D0` is not
positive semidefinite. -/
theorem pairDensity_not_posSemidef :
    (!![1, 0; 0, -1] : Matrix (Fin 2) (Fin 2) ℂ).IsHermitian ∧
      ¬ (pairDensity (!![1, 0; 0, -1] : Matrix (Fin 2) (Fin 2) ℂ)).PosSemidef := by
  constructor
  · ext i j
    fin_cases i <;> fin_cases j <;> simp [Matrix.conjTranspose_apply]
  · intro h
    -- test on the pair with one particle in each orbital
    have h1 := h.dotProduct_mulVec_nonneg
      (fun p : Fin 2 × Fin 2 => if p = (0, 1) then (1 : ℂ) else 0)
    have h2 := (Complex.le_def.mp h1).1
    norm_num [dotProduct, Matrix.mulVec, Fintype.sum_prod_type, Fin.sum_univ_two,
      pairDensity] at h2

end

end HartreeFockPairDensity
```

```lean
#print axioms HartreeFockPairDensity.pairDensity_posSemidef
#print axioms HartreeFockPairDensity.pairDensity_le
#print axioms HartreeFockPairDensity.pairDensity_mul_self
#print axioms HartreeFockPairDensity.pairDensity_not_posSemidef
```

```
'HartreeFockPairDensity.pairDensity_posSemidef' depends on axioms: [propext, Classical.choice, Quot.sound]
'HartreeFockPairDensity.pairDensity_le' depends on axioms: [propext, Classical.choice, Quot.sound]
'HartreeFockPairDensity.pairDensity_mul_self' depends on axioms: [propext, Classical.choice, Quot.sound]
'HartreeFockPairDensity.pairDensity_not_posSemidef' depends on axioms: [propext, Classical.choice, Quot.sound]
```

## From label swaps to positivity in Lean

`exchange_mul` and `mul_exchange` are the two swap rules; the second first solves `r.swap = q` for `r`, so that the sum collapses. `antisymmetriser_mul_self` and `antisymmetriser_conjTranspose` derive P² = P and P† = P from the same properties of S. In `antisymmetriser_comm`, the entrywise comparison of SG with GS ends in `mul_comm`, because the two entries differ only in the order of their factors.

`pairDensity_eq` moves one P past G, merges the two, and compares entries. For positivity, `hg.kronecker hg` supplies G ≥ 0 and `conjTranspose_mul_mul_same` gives P†GP ≥ 0. The factor 2 is handled by `two_smul` as a sum of two equal positive terms.

`pairDensity_le` proves the splitting of 1 − G as `hsplit` and compresses in the same way. In `pairDensity_mul_self`, `hD` writes D0 as 2GP and `hX` shows that GP is idempotent. `pairDensity_not_posSemidef` checks that diag(1, −1) is Hermitian, then tests D0 on the unit vector for the pair `(0, 1)`; positivity would require 0 ≤ −1.
